# The ZORA centrifugal plus spin-orbit term for p1/2 stays positive and finite at a Coulomb point nucleus

An electron in a p1/2 state near a heavy nucleus feels two angular terms of opposite sign. The centrifugal term pushes it outwards as $1/r^2$, and spin-orbit coupling pulls it inwards. In the Pauli Hamiltonian the pull grows as $1/r^3$, so close enough to the nucleus it wins, and the barrier turns into a well without a bottom. The zeroth-order regular approximation (ZORA) weakens both terms near the nucleus, which leaves open which of them prevails there.

For one electron in the field $V(r)=-Z/r$ of a point nucleus, the two ZORA terms in the p1/2 equation for the radial function $R(r)$ cancel to leading order at small $r$, and what remains is positive and bounded. This bears on whether spin-orbit coupling can be included variationally in a one-electron Coulomb problem, since an attractive $1/r^3$ term invites collapse onto the nucleus.

```lean
import Mathlib

open Filter Topology

namespace ZoraAngularBarrier

noncomputable section
```

## A kinetic factor that vanishes at the nucleus

Atomic units are used, with $\hbar=m=e=1$, and the speed of light $c$ is kept as a positive parameter. Eliminating the small component of the Dirac equation leaves the kinetic operator $\boldsymbol\sigma\cdot\mathbf p\,\frac{c^2}{2c^2+E-V}\,\boldsymbol\sigma\cdot\mathbf p$, where $E$ is the energy without the rest energy. ZORA drops $E$ from the denominator. For the Coulomb potential the kinetic factor is then

$$K(r)=\frac{c^2}{2c^2+Z/r}=\frac{c^2r}{2c^2r+Z}.$$

Far from the nucleus it approaches the nonrelativistic value $1/2$; close to the nucleus it falls to zero as $c^2r/Z$.

```lean
/-- The ZORA kinetic factor `c² / (2c² - V)` for the Coulomb potential `V = -Z/r`. -/
def kineticFactor (Z c r : ℝ) : ℝ := c ^ 2 / (2 * c ^ 2 + Z / r)
```

The arguments `Z`, `c` and `r` are real numbers. Positivity is not part of the definition and enters as a hypothesis of the theorems that need it. The charge $Z$ need not be an integer.

## Spin-orbit coupling from the gradient of the kinetic factor

Because $K$ depends on position, moving $\mathbf p$ past it produces a gradient:

$$\boldsymbol\sigma\cdot\mathbf p\,K\,\boldsymbol\sigma\cdot\mathbf p=\mathbf p\cdot K\mathbf p+\boldsymbol\sigma\cdot(\nabla K\times\mathbf p)=\mathbf p\cdot K\mathbf p+\frac{K'(r)}{r}\,\boldsymbol\sigma\cdot\mathbf L .$$

The radial function that multiplies $\boldsymbol\sigma\cdot\mathbf L$ is $\xi(r)=K'(r)/r$.

```lean
/-- The ZORA spin-orbit radial function `K'(r) / r`. -/
def spinOrbit (Z c r : ℝ) : ℝ := deriv (kineticFactor Z c) r / r
```

The definition uses the actual derivative of `kineticFactor Z c`, so the closed form of $\xi$ has to be derived.

## The angular term in each Dirac channel

Let $\kappa$ be the Dirac quantum number, with $\kappa=l$ for $j=l-\tfrac12$ and $\kappa=-l-1$ for $j=l+\tfrac12$. In both cases $l(l+1)=\kappa(\kappa+1)$ and $\boldsymbol\sigma\cdot\mathbf L=-(1+\kappa)$. Acting on a radial function $R(r)$, the operator $\mathbf p\cdot K\mathbf p$ gives $-r^{-2}(r^2KR')'+l(l+1)KR/r^2$. The centrifugal and spin-orbit parts together are

$$T_\kappa(r)=\frac{\kappa(\kappa+1)K(r)}{r^2}-(1+\kappa)\,\xi(r).$$

For p1/2, $\kappa=1$ and $T_1=2K/r^2-2\xi$.

```lean
/-- The centrifugal plus spin-orbit term of ZORA in the channel with Dirac quantum number `κ`,
where `l(l+1) = κ(κ+1)` and `σ·L = -(1+κ)`. -/
def zoraTerm (Z c : ℝ) (κ : ℤ) (r : ℝ) : ℝ :=
  κ * (κ + 1) * kineticFactor Z c r / r ^ 2 - (1 + κ) * spinOrbit Z c r
```

The integer `κ` is converted to a real number inside the formula. The value $\kappa=0$ is permitted by the type but belongs to no physical channel. The division into terms refers to $R$; for the reduced function $u=rR$ the derivative part of the operator contributes a further $K'/r$, which is not included in $T_\kappa$.

The corresponding Pauli term has the constant kinetic factor $1/2$ and the leading spin-orbit function for large $c$:

$$P_\kappa(r)=\frac{\kappa(\kappa+1)}{2r^2}-(1+\kappa)\frac{Z}{4c^2r^3}.$$

```lean
/-- The centrifugal plus spin-orbit term of the Pauli Hamiltonian in the channel `κ`, with
kinetic factor `1/2` and spin-orbit function `Z / (4c²r³)`. -/
def pauliTerm (Z c : ℝ) (κ : ℤ) (r : ℝ) : ℝ :=
  κ * (κ + 1) / (2 * r ^ 2) - (1 + κ) * (Z / (4 * c ^ 2 * r ^ 3))
```

The mass-velocity and Darwin terms of the Pauli Hamiltonian are left out, because the comparison concerns only the centrifugal and spin-orbit parts.

## Differentiating the kinetic factor

The derivative of $Z/r$ is $-Z/r^2$, so the quotient rule gives

$$K'(r)=\frac{c^2\,Z/r^2}{(2c^2+Z/r)^2}=\frac{c^2Z}{(2c^2r+Z)^2},\qquad \xi(r)=\frac{c^2Z}{r(2c^2r+Z)^2}.$$

For $r\gg Z/(2c^2)$ this $\xi$ goes over into the Pauli function $Z/(4c^2r^3)$, while near the nucleus it grows only as $c^2/(Zr)$.

```lean
/-- The radial derivative of the ZORA kinetic factor is `c²Z / (2c²r + Z)²`. -/
theorem hasDerivAt_kineticFactor {Z c r : ℝ} (hZ : 0 < Z) (hc : 0 < c) (hr : 0 < r) :
    HasDerivAt (kineticFactor Z c) (c ^ 2 * Z / (2 * c ^ 2 * r + Z) ^ 2) r := by
  have h1 : HasDerivAt (fun x : ℝ => Z / x) (-Z / r ^ 2) r :=
    ((hasDerivAt_const r Z).fun_div (hasDerivAt_id' r) hr.ne').congr_deriv (by ring)
  have hne : 2 * c ^ 2 + Z / r ≠ 0 := by positivity
  have h2 := (hasDerivAt_const r (c ^ 2)).fun_div (h1.const_add (2 * c ^ 2)) hne
  have e : 2 * c ^ 2 + Z / r = (2 * c ^ 2 * r + Z) / r := by
    field_simp
  have hD : 2 * c ^ 2 * r + Z ≠ 0 := by positivity
  refine h2.congr_deriv ?_
  rw [e]
  field_simp
  ring
```

`HasDerivAt` states both that $K$ is differentiable at $r$ and what its derivative is. That is needed because Lean's `deriv` returns zero where a function has no derivative. In the proof, `h1` differentiates $Z/r$, `h2` applies the quotient rule, and `e` puts the denominator over $r$, as in the second form above.

## One closed form for all channels

Write $D=2c^2r+Z$. Inserting $K=c^2r/D$ and $\xi=c^2Z/(rD^2)$ gives

$$T_\kappa=\frac{\kappa(\kappa+1)c^2}{rD}-\frac{(\kappa+1)c^2Z}{rD^2}=\frac{(\kappa+1)c^2\,[\kappa D-Z]}{rD^2}=\frac{(\kappa+1)c^2\,[2\kappa c^2r+(\kappa-1)Z]}{D^2}\cdot\frac1r .$$

The last bracket shows what happens at the nucleus. Its constant part is $(\kappa-1)Z$, and together with the prefactor $\kappa+1$ it decides whether a $1/r$ pole survives.

```lean
/-- Closed form of the ZORA centrifugal plus spin-orbit term in every channel `κ`. -/
theorem zoraTerm_eq {Z c r : ℝ} (hZ : 0 < Z) (hc : 0 < c) (hr : 0 < r) (κ : ℤ) :
    zoraTerm Z c κ r =
      (κ + 1) * c ^ 2 * (2 * κ * c ^ 2 * r + (κ - 1) * Z) / (2 * c ^ 2 * r + Z) ^ 2 * r⁻¹ := by
  have e : 2 * c ^ 2 + Z / r = (2 * c ^ 2 * r + Z) / r := by
    field_simp
  have hD : 2 * c ^ 2 * r + Z ≠ 0 := by positivity
  unfold zoraTerm spinOrbit
  rw [(hasDerivAt_kineticFactor hZ hc hr).deriv]
  unfold kineticFactor
  rw [e]
  field_simp
  ring
```

The proof replaces the derivative by the value just found and clears denominators. The factor `r⁻¹` stands apart on the right-hand side so that the limit at the nucleus can be taken for the regular part and the pole separately. For $\kappa=-1$, the s1/2 channel, the expression is zero, as it should be when $l=0$.

## The pole cancels in p1/2

For $\kappa=1$ the bracket reduces to $2c^2r$, which cancels the factor $1/r$:

$$T_1(r)=\frac{2c^2\cdot 2c^2r}{rD^2}=\frac{4c^4}{(2c^2r+Z)^2}.$$

Before the cancellation, the centrifugal part $2K/r^2$ and the spin-orbit part $2\xi$ both behave as $2c^2/(Zr)$ near the nucleus. The remainder is a square divided by a square, hence positive. Since $2c^2r+Z>Z$ for $r>0$,

$$0<T_1(r)<\frac{4c^4}{Z^2}.$$

```lean
/-- In the p1/2 channel (`κ = 1`) the ZORA centrifugal plus spin-orbit term equals
`4c⁴ / (2c²r + Z)²`, and it lies strictly between `0` and `4c⁴ / Z²` at every radius. -/
theorem zora_p_half {Z c r : ℝ} (hZ : 0 < Z) (hc : 0 < c) (hr : 0 < r) :
    zoraTerm Z c 1 r = 4 * c ^ 4 / (2 * c ^ 2 * r + Z) ^ 2 ∧
      0 < zoraTerm Z c 1 r ∧ zoraTerm Z c 1 r < 4 * c ^ 4 / Z ^ 2 := by
  have hD : 2 * c ^ 2 * r + Z ≠ 0 := by positivity
  have h : zoraTerm Z c 1 r = 4 * c ^ 4 / (2 * c ^ 2 * r + Z) ^ 2 := by
    -- the part of the numerator proportional to `Z` vanishes, and `r` cancels
    rw [zoraTerm_eq hZ hc hr, Int.cast_one]
    field_simp
    ring
  refine ⟨h, ?_, ?_⟩
  · rw [h]
    positivity
  · rw [h]
    have hx : 0 < 2 * c ^ 2 * r := by positivity
    exact div_lt_div_of_pos_left (by positivity) (by positivity)
      (by nlinarith [mul_pos hx hZ, mul_pos hx hx])
```

The theorem combines the formula and the two strict inequalities, for all positive $Z$, $c$ and $r$. The equation `h` is the general closed form at $\kappa=1$. The upper bound compares two fractions with the same positive numerator, which comes down to $Z^2<(2c^2r+Z)^2$. With $x=2c^2r$ the difference of the two sides is $2xZ+x^2$, and the products passed to `nlinarith` are the positive quantities $xZ$ and $x^2$.

## The upper bound is the value approached at the nucleus

The closed form for $T_1$ is continuous at $r=0$, because its denominator there is $Z^2\neq0$. Therefore

$$\lim_{r\to0^+}T_1(r)=\frac{4c^4}{Z^2},$$

and no smaller constant bounds $T_1$ at all radii.

```lean
/-- The ZORA p1/2 term tends to `4c⁴ / Z²` at the nucleus. -/
theorem zora_p_half_tendsto {Z c : ℝ} (hZ : 0 < Z) (hc : 0 < c) :
    Tendsto (zoraTerm Z c 1) (𝓝[>] 0) (𝓝 (4 * c ^ 4 / Z ^ 2)) := by
  have h : ContinuousAt (fun r : ℝ => 4 * c ^ 4 / (2 * c ^ 2 * r + Z) ^ 2) 0 := by
    refine ContinuousAt.div (by fun_prop) (by fun_prop) ?_
    simpa using hZ.ne'
  have h' := h.tendsto.mono_left (nhdsWithin_le_nhds (s := Set.Ioi 0))
  simp only [mul_zero, zero_add] at h'
  refine h'.congr' ?_
  filter_upwards [self_mem_nhdsWithin] with r hr
  exact (zora_p_half hZ hc hr).1.symm
```

The filter `𝓝[>] 0` expresses the approach to zero through positive radii. The proof takes the limit of the closed form by continuity and then transfers it to `zoraTerm`, which agrees with the closed form at every positive $r$.

## Higher channels keep a repulsive pole

For $|\kappa|\ge2$ the pole does not cancel. Setting $r=0$ in the factor that multiplies $1/r$ gives

$$\frac{(\kappa+1)c^2(\kappa-1)Z}{Z^2}=\frac{(\kappa^2-1)c^2}{Z}>0,$$

so $T_\kappa(r)\to+\infty$ as $r\to0^+$. This covers p3/2 ($\kappa=-2$), d3/2 ($\kappa=2$) and every channel of higher angular momentum. The barrier is softer than the nonrelativistic one, rising as $1/r$ in place of $1/r^2$.

```lean
/-- In every channel with `|κ| ≥ 2` the ZORA centrifugal plus spin-orbit term tends to `+∞`
at the nucleus. -/
theorem zora_tendsto_atTop {Z c : ℝ} (hZ : 0 < Z) (hc : 0 < c) {κ : ℤ} (hκ : 2 ≤ |κ|) :
    Tendsto (zoraTerm Z c κ) (𝓝[>] 0) atTop := by
  have hk : (1 : ℤ) < κ ^ 2 := by
    rcases le_abs.mp hκ with h | h <;> nlinarith
  have hk' : (1 : ℝ) < (κ : ℝ) ^ 2 := by exact_mod_cast hk
  have h : ContinuousAt (fun r : ℝ => ((κ : ℝ) + 1) * c ^ 2 *
      (2 * κ * c ^ 2 * r + (κ - 1) * Z) / (2 * c ^ 2 * r + Z) ^ 2) 0 := by
    refine ContinuousAt.div (by fun_prop) (by fun_prop) ?_
    simpa using hZ.ne'
  have h' := h.tendsto.mono_left (nhdsWithin_le_nhds (s := Set.Ioi 0))
  simp only [mul_zero, zero_add] at h'
  -- the coefficient of the `1/r` pole is positive because `κ² > 1`
  have hpos : 0 < ((κ : ℝ) + 1) * c ^ 2 * ((κ - 1) * Z) / Z ^ 2 := by
    have hp : 0 < ((κ : ℝ) ^ 2 - 1) * (c ^ 2 * Z) :=
      mul_pos (by linarith) (by positivity)
    exact div_pos (by linarith) (by positivity)
  refine (h'.pos_mul_atTop hpos tendsto_inv_nhdsGT_zero).congr' ?_
  filter_upwards [self_mem_nhdsWithin] with r hr
  exact (zoraTerm_eq hZ hc hr κ).symm
```

The hypothesis `2 ≤ |κ|` is first turned into $\kappa^2>1$ by treating the two signs of $\kappa$ separately. `hpos` is the positivity of the pole coefficient. The conclusion follows because a function with a positive limit, multiplied by $1/r$, tends to $+\infty$.

## The Pauli term falls below every inverse square

Multiplying the Pauli term by $r^2$ removes the singularity of its centrifugal part:

$$r^2P_\kappa(r)=\frac{\kappa(\kappa+1)}2-\frac{(1+\kappa)Z}{4c^2}\cdot\frac1r .$$

For $\kappa\ge1$, that is for $j=l-\tfrac12$, the coefficient of $1/r$ is negative, and the whole expression tends to $-\infty$ at the nucleus.

```lean
/-- In every channel with `κ ≥ 1` the Pauli centrifugal plus spin-orbit term, even after
multiplication by `r²`, tends to `-∞` at the nucleus. -/
theorem pauli_tendsto_atBot {Z c : ℝ} (hZ : 0 < Z) (hc : 0 < c) {κ : ℤ} (hκ : 1 ≤ κ) :
    Tendsto (fun r => r ^ 2 * pauliTerm Z c κ r) (𝓝[>] 0) atBot := by
  have hk : (1 : ℝ) ≤ κ := by exact_mod_cast hκ
  have hneg : -((1 + (κ : ℝ)) * (Z / (4 * c ^ 2))) < 0 :=
    neg_neg_of_pos (mul_pos (by linarith) (by positivity))
  have h1 : Tendsto (fun r : ℝ => -((1 + (κ : ℝ)) * (Z / (4 * c ^ 2))) * r⁻¹)
      (𝓝[>] 0) atBot := tendsto_inv_nhdsGT_zero.const_mul_atTop_of_neg hneg
  have h2 : Tendsto (fun _ : ℝ => (κ : ℝ) * (κ + 1) / 2) (𝓝[>] 0)
      (𝓝 ((κ : ℝ) * (κ + 1) / 2)) := tendsto_const_nhds
  refine (h2.add_atBot h1).congr' ?_
  filter_upwards [self_mem_nhdsWithin] with r hr
  have hr0 : r ≠ 0 := ne_of_gt hr
  unfold pauliTerm
  field_simp
  ring
```

The proof follows this split: `h2` is the constant part, `h1` the part that diverges, and their sum diverges with `h1`. The factor $r^2$ matters physically. Confining an electron within a radius $r$ costs nonrelativistic kinetic energy of order $1/r^2$, and an attraction that outgrows every multiple of $1/r^2$ cannot be balanced by it. This scaling argument is the usual physical reading of the limit; the theorem itself concerns the radial function and makes no statement about the spectrum of either Hamiltonian.

## The radius at which the Pauli barrier changes sign

For p1/2 the Pauli term can be put over a common denominator:

$$P_1(r)=\frac1{r^2}-\frac{Z}{2c^2r^3}=\frac{2c^2r-Z}{2c^2r^3}.$$

The denominator is positive, so $P_1(r)<0$ exactly when $r<r_0$, where $r_0=Z/(2c^2)$. At this radius the magnitude $Z/r$ of the Coulomb energy equals $2c^2$, twice the rest energy of the electron, and an expansion in $Z/(2c^2r)$ has lost its small parameter. The ZORA term at the same radius is $4c^4/(2Z)^2=c^4/Z^2$, a quarter of its limit at the nucleus.

```lean
/-- The Pauli p1/2 term is negative exactly at the radii below `Z / (2c²)`. -/
theorem pauli_p_half_neg_iff {Z c r : ℝ} (hc : 0 < c) (hr : 0 < r) :
    pauliTerm Z c 1 r < 0 ↔ r < Z / (2 * c ^ 2) := by
  have e : pauliTerm Z c 1 r = (2 * c ^ 2 * r - Z) / (2 * c ^ 2 * r ^ 3) := by
    unfold pauliTerm
    rw [Int.cast_one]
    field_simp
    ring
  rw [e, div_lt_iff₀ (by positivity), zero_mul, lt_div_iff₀ (by positivity)]
  constructor <;> intro h <;> linarith

end

end ZoraAngularBarrier
```

The equation `e` is the common-denominator form, and the remaining steps multiply the inequalities by positive quantities. The equivalence requires only $c>0$ and $r>0$.

All these results are for the bare potential $-Z/r$. Screening by other electrons and a finite nuclear size both change $V$ and with it $K$, but in different ways. If screening adds to $-Z/r$ a smooth potential that is finite at the nucleus, $K$ still vanishes as $c^2r/Z$ and the $1/r$ poles in p1/2 still cancel, while the closed form and the limit at the nucleus in general change. If instead the attractive potential of an extended nucleus is smooth and finite at its centre, then $K(0)>0$, and the centrifugal part $2K/r^2$ rises as $1/r^2$, which the spin-orbit part does not cancel.

```lean
#print axioms ZoraAngularBarrier.zoraTerm_eq
-- 'ZoraAngularBarrier.zoraTerm_eq' depends on axioms: [propext, Classical.choice, Quot.sound]
#print axioms ZoraAngularBarrier.zora_p_half_tendsto
-- 'ZoraAngularBarrier.zora_p_half_tendsto' depends on axioms: [propext, Classical.choice, Quot.sound]
#print axioms ZoraAngularBarrier.pauli_tendsto_atBot
-- 'ZoraAngularBarrier.pauli_tendsto_atBot' depends on axioms: [propext, Classical.choice, Quot.sound]
#print axioms ZoraAngularBarrier.pauli_p_half_neg_iff
-- 'ZoraAngularBarrier.pauli_p_half_neg_iff' depends on axioms: [propext, Classical.choice, Quot.sound]
```
